# Overlapping windows on an open chain miss exactly the many-body terms wider than a window

Take three atoms 0, 1, 2 and estimate their energy from the two neighbouring pairs, subtracting the shared atom: $E(\{0,1\})+E(\{1,2\})-E(\{1\})$. Write each energy as a sum of many-body terms $V(T)$, one for every subset $T$ of the atoms involved:

$$
\begin{aligned}
E(\{0,1\})&=V(\emptyset)+V(\{0\})+V(\{1\})+V(\{0,1\}),\\
E(\{1,2\})&=V(\emptyset)+V(\{1\})+V(\{2\})+V(\{1,2\}),\\
E(\{1\})&=V(\emptyset)+V(\{1\}).
\end{aligned}
$$

The subtraction removes the double counting of $V(\emptyset)$ and $V(\{1\})$. Compared with $E(\{0,1,2\})$, the estimate lacks $V(\{0,2\})+V(\{0,1,2\})$, the two terms that contain both ends. The same bookkeeping works for any chain length $N$ and any window length $w\le N$.

```lean
import Mathlib

open Finset

namespace ChainFragmentExpansion
```

## Energies, windows and span

The energy $E$ is an arbitrary real function on finite sets of atom labels, `E : Finset ℕ → ℝ`. It need not be pairwise, translation invariant or zero on the empty set, but it must depend on the set alone: if cut bonds are capped, the caps must be fixed by the set. The many-body terms are defined from $E$ by inclusion-exclusion,

$$V(T)=\sum_{U\subseteq T}(-1)^{|T|+|U|}E(U).$$

```lean
/-- The many-body term `V(T)` of a set of atoms `T`: the inclusion-exclusion combination of the
energies of all subsets of `T`. -/
def increment (E : Finset ℕ → ℝ) (T : Finset ℕ) : ℝ :=
  ∑ U ∈ T.powerset, (-1) ^ (T.card + U.card) * E U
```

The window starting at atom $k$ is $W_k=\{k,\dots,k+w-1\}$, in Lean the half-open interval `Ico k (k + w)`.

```lean
/-- The window of `w` consecutive atoms that starts at atom `k`. -/
def window (w k : ℕ) : Finset ℕ := Ico k (k + w)
```

The chain is $C=\{0,\dots,N-1\}$, written `range N`. Its estimated energy is

$$A_w=\sum_{k=0}^{N-w}E(W_k)-\sum_{k=0}^{N-w-1}E(W_k\cap W_{k+1}),$$

where the second sum is empty if $w=N$.

```lean
/-- The fragment estimate for a chain of `N` atoms, for `w ≤ N`: the energies of all windows of `w`
consecutive atoms, minus the energies of the intersections of successive windows. -/
def estimate (E : Finset ℕ → ℝ) (N w : ℕ) : ℝ :=
  ∑ k ∈ range (N - w + 1), E (window w k)
    - ∑ k ∈ range (N - w), E (window w k ∩ window w (k + 1))
```

A set $T$ spans more than $w$ consecutive positions if it contains atoms $i,j$ with $i+w\le j$. Positions are places in the chain order, not distances in space. For $w=0$ the atoms $i$ and $j$ may coincide, so every nonempty set qualifies.

```lean
/-- The set `T` spans more than `w` consecutive positions: it contains two atoms `i` and `j` with
`i + w ≤ j`. -/
def ExceedsWindow (w : ℕ) (T : Finset ℕ) : Prop := ∃ i ∈ T, ∃ j ∈ T, i + w ≤ j

instance (w : ℕ) : DecidablePred (ExceedsWindow w) := fun T => by
  unfold ExceedsWindow
  infer_instance
```

## The many-body expansion

Let $a\notin t$. The subsets of $t\cup\{a\}$ are the sets $U$ and $U\cup\{a\}$ with $U\subseteq t$, so

$$V(t\cup\{a\})=\sum_{U\subseteq t}(-1)^{|t|+|U|}\bigl[E(U\cup\{a\})-E(U)\bigr].$$

This is the term of $t$ computed with $a$ present, minus the term computed with $a$ absent. In the proof, `sum_powerset_insert` splits the subsets and the two cardinality rewrites supply the signs.

```lean
/-- The many-body term of a set enlarged by a new atom `a` is the term of the old set computed with
`a` present, minus the term computed with `a` absent. -/
theorem increment_insert (E : Finset ℕ → ℝ) {a : ℕ} {t : Finset ℕ} (ha : a ∉ t) :
    increment E (insert a t) = increment (fun U => E (insert a U)) t - increment E t := by
  unfold increment
  rw [sum_powerset_insert ha, ← sum_add_distrib, ← sum_sub_distrib]
  refine sum_congr rfl fun U hU => ?_
  have hU' : a ∉ U := fun h => ha (mem_powerset.mp hU h)
  rw [card_insert_of_notMem ha, card_insert_of_notMem hU']
  ring
```

The expansion $\sum_{T\subseteq S}V(T)=E(S)$ follows by induction on $S$. For $S=\emptyset$ it reads $V(\emptyset)=E(\emptyset)$. If it holds for $s$, the recursion gives $\sum_{T\subseteq s}V(T\cup\{a\})=E(s\cup\{a\})-E(s)$, and therefore

$$\sum_{T\subseteq s\cup\{a\}}V(T)=E(s)+\bigl[E(s\cup\{a\})-E(s)\bigr]=E(s\cup\{a\}).$$

The induction hypothesis is used for two energy functions, $U\mapsto E(U)$ and $U\mapsto E(U\cup\{a\})$, which is why the Lean induction is `generalizing E`.

```lean
/-- Many-body expansion: the energy of any finite set of atoms is the sum of the many-body terms of
all its subsets. -/
theorem sum_increment (E : Finset ℕ → ℝ) (S : Finset ℕ) :
    ∑ T ∈ S.powerset, increment E T = E S := by
  induction S using Finset.induction_on generalizing E with
  | empty => simp [increment]
  | insert a s ha ih =>
    have h : ∑ T ∈ s.powerset, increment E (insert a T) = E (insert a s) - E s := by
      calc _ = ∑ T ∈ s.powerset, (increment (fun U => E (insert a U)) T - increment E T) :=
            sum_congr rfl fun T hT =>
              increment_insert E fun h => ha (mem_powerset.mp hT h)
        _ = _ := by rw [sum_sub_distrib, ih, ih]
    rw [sum_powerset_insert ha, h, ih]
    ring
```

## Each set is counted once or not at all

Write $[P]$ for 1 if $P$ holds and 0 otherwise. For the windows $W_0,\dots,W_m$, define the net count

$$c_m(T)=\sum_{k=0}^{m}[T\subseteq W_k]-\sum_{k=0}^{m-1}[T\subseteq W_k\cap W_{k+1}].$$

It is 1 if some window contains $T$, and 0 otherwise. With one window this is immediate. Now add $W_{m+1}$, let $P$ say that an earlier window $W_k$, $k\le m$, contains $T$, and let $Q$ say that $W_{m+1}$ does. If both hold, each $x\in T$ satisfies $m+1\le x<k+w\le m+w$, so $x\in W_m$. Hence $T$ lies in the new overlap $W_m\cap W_{m+1}$ exactly when $P$ and $Q$ both hold, and the count changes by $[Q]-[P\wedge Q]$. Since

$$[P\vee Q]=[P]+[Q]-[P\wedge Q],$$

the claim passes to $m+1$. In the code, `h2` is the statement about the overlap and `key` is the last identity.

```lean
open scoped Classical in
/-- Among the first `m + 1` windows, the number containing `T` minus the number of successive
intersections containing `T` is one if some window contains `T`, and zero otherwise. -/
theorem window_count (w m : ℕ) (T : Finset ℕ) :
    ∑ k ∈ range (m + 1), (if T ⊆ window w k then (1 : ℝ) else 0)
      - ∑ k ∈ range m, (if T ⊆ window w k ∩ window w (k + 1) then (1 : ℝ) else 0)
      = if ∃ k ∈ range (m + 1), T ⊆ window w k then 1 else 0 := by
  induction m with
  | zero =>
    have h0 : (∃ k ∈ range (0 + 1), T ⊆ window w k) ↔ T ⊆ window w 0 := by simp
    by_cases h : T ⊆ window w 0
    · rw [if_pos (h0.mpr h), zero_add, sum_range_one, range_zero, sum_empty, sub_zero, if_pos h]
    · rw [if_neg (mt h0.mp h), zero_add, sum_range_one, range_zero, sum_empty, sub_zero, if_neg h]
  | succ m ih =>
    have h1 : (∃ k ∈ range (m + 1 + 1), T ⊆ window w k) ↔
        (∃ k ∈ range (m + 1), T ⊆ window w k) ∨ T ⊆ window w (m + 1) := by
      constructor
      · rintro ⟨k, hk, h⟩
        by_cases hkm : k = m + 1
        · exact Or.inr (hkm ▸ h)
        · exact Or.inl ⟨k, mem_range.mpr (by have := mem_range.mp hk; omega), h⟩
      · rintro (⟨k, hk, h⟩ | h)
        · exact ⟨k, mem_range.mpr (by have := mem_range.mp hk; omega), h⟩
        · exact ⟨m + 1, mem_range.mpr (by omega), h⟩
    -- a set in the new window and in any earlier one lies in the last overlap
    have h2 : T ⊆ window w m ∩ window w (m + 1) ↔
        (∃ k ∈ range (m + 1), T ⊆ window w k) ∧ T ⊆ window w (m + 1) := by
      rw [subset_inter_iff]
      constructor
      · rintro ⟨h, h'⟩
        exact ⟨⟨m, mem_range.mpr (by omega), h⟩, h'⟩
      · rintro ⟨⟨k, hk, h⟩, h'⟩
        refine ⟨fun x hx => ?_, h'⟩
        have a := h hx
        have b := h' hx
        simp only [window, mem_Ico, mem_range] at a b hk ⊢
        omega
    have key : (if ∃ k ∈ range (m + 1 + 1), T ⊆ window w k then (1 : ℝ) else 0)
        = (if ∃ k ∈ range (m + 1), T ⊆ window w k then (1 : ℝ) else 0)
          + (if T ⊆ window w (m + 1) then (1 : ℝ) else 0)
          - (if T ⊆ window w m ∩ window w (m + 1) then (1 : ℝ) else 0) := by
      by_cases P : ∃ k ∈ range (m + 1), T ⊆ window w k <;>
      by_cases Q : T ⊆ window w (m + 1) <;>
      simp only [h1, h2, P, Q, or_true, or_false, and_true, and_false,
        if_true, if_false] <;> norm_num
    rw [sum_range_succ _ (m + 1), sum_range_succ
      (fun k => if T ⊆ window w k ∩ window w (k + 1) then (1 : ℝ) else 0) m]
    linear_combination ih - key
```

## Which sets fit into a window

Let the chain have $w+m$ atoms. If $T\subseteq W_k$ and $i,j\in T$, then $j<k+w\le i+w$, so $T$ does not span more than $w$ positions.

Conversely, suppose that it does not. The empty set fits into $W_0$. Otherwise let $t_0$ be the first atom of $T$ and take $k=\min(t_0,m)$. Every $x\in T$ satisfies $k\le t_0\le x$, $x<t_0+w$ and $x<m+w$, hence $k\le x<k+w$.

```lean
/-- A set of atoms of a chain of `w + m` atoms fits into one of its windows of `w` atoms exactly
when it does not span more than `w` consecutive positions. -/
theorem fits_iff {w m : ℕ} {T : Finset ℕ} (hT : T ⊆ range (w + m)) :
    (∃ k ∈ range (m + 1), T ⊆ window w k) ↔ ¬ ExceedsWindow w T := by
  constructor
  · rintro ⟨k, _, h⟩ ⟨i, hi, j, hj, hij⟩
    have a := h hi
    have b := h hj
    simp only [window, mem_Ico] at a b
    omega
  · intro h
    rcases T.eq_empty_or_nonempty with rfl | hne
    · exact ⟨0, by simp, by simp⟩
    -- start the window at the first atom of `T`, or at the last possible place
    refine ⟨min (T.min' hne) m, mem_range.mpr (by omega), fun x hx => ?_⟩
    have h1 := T.min'_le x hx
    have h2 : x < w + m := mem_range.mp (hT hx)
    have h3 : ¬ (T.min' hne + w ≤ x) := fun h' => h ⟨_, T.min'_mem hne, x, hx, h'⟩
    simp only [window, mem_Ico]
    omega
```

## The error formula

Put $N=w+m$. For every $S\subseteq C$ the expansion can be written over all subsets of the chain, $E(S)=\sum_{T\subseteq C}[T\subseteq S]\,V(T)$. Inserting this into the estimate and exchanging the sums gives

$$A_w=\sum_{T\subseteq C}c_m(T)\,V(T)=\sum_{\substack{T\subseteq C\\ T\text{ spans at most }w}}V(T).$$

Subtracting from $E(C)=\sum_{T\subseteq C}V(T)$ leaves

$$E(C)-A_w=\sum_{\substack{T\subseteq C\\ T\text{ spans more than }w}}V(T).$$

The steps appear in the proof as `cover`, then `h1` and `h2` with the exchange `sum_comm`, then `est`.

```lean
/-- Error of the fragment estimate: for windows of `w ≤ N` atoms, the exact energy of the chain
minus the estimate is the sum of the many-body terms of all sets of atoms of the chain that span
more than `w` consecutive positions. -/
theorem exact_sub_estimate (E : Finset ℕ → ℝ) {N w : ℕ} (hw : w ≤ N) :
    E (range N) - estimate E N w
      = ∑ T ∈ (range N).powerset with ExceedsWindow w T, increment E T := by
  obtain ⟨m, rfl⟩ := Nat.exists_eq_add_of_le hw
  -- every fragment energy as a sum over all subsets of the chain
  have cover : ∀ S ⊆ range (w + m), E S = ∑ T ∈ (range (w + m)).powerset,
      (if T ⊆ S then (1 : ℝ) else 0) * increment E T := by
    intro S hS
    rw [← sum_increment E S]
    simp only [ite_mul, one_mul, zero_mul]
    rw [← sum_filter]
    refine sum_congr ?_ fun _ _ => rfl
    ext T
    simp only [mem_filter, mem_powerset]
    exact ⟨fun h => ⟨Finset.Subset.trans h hS, h⟩, fun h => h.2⟩
  have h1 : ∑ k ∈ range (m + 1), E (window w k) = ∑ T ∈ (range (w + m)).powerset,
      (∑ k ∈ range (m + 1), if T ⊆ window w k then (1 : ℝ) else 0) * increment E T := by
    simp only [sum_mul]
    rw [sum_comm]
    refine sum_congr rfl fun k hk => cover _ fun x hx => ?_
    simp only [window, mem_Ico, mem_range] at hx hk ⊢
    omega
  have h2 : ∑ k ∈ range m, E (window w k ∩ window w (k + 1)) =
      ∑ T ∈ (range (w + m)).powerset, (∑ k ∈ range m,
        if T ⊆ window w k ∩ window w (k + 1) then (1 : ℝ) else 0) * increment E T := by
    simp only [sum_mul]
    rw [sum_comm]
    refine sum_congr rfl fun k hk => cover _ fun x hx => ?_
    simp only [window, mem_inter, mem_Ico, mem_range] at hx hk ⊢
    omega
  -- the estimate counts each fitting set once and every other set not at all
  have est : estimate E (w + m) w = ∑ T ∈ (range (w + m)).powerset,
      (if ¬ ExceedsWindow w T then (1 : ℝ) else 0) * increment E T := by
    unfold estimate
    rw [Nat.add_sub_cancel_left, h1, h2, ← sum_sub_distrib]
    refine sum_congr rfl fun T hT => ?_
    rw [← sub_mul, window_count]
    have hf := fits_iff (mem_powerset.mp hT)
    by_cases h : ExceedsWindow w T
    · rw [if_neg (mt hf.mp (not_not.mpr h)), if_neg (not_not.mpr h)]
    · rw [if_pos (hf.mpr h), if_pos h]
  rw [est, ← sum_increment E (range (w + m)), ← sum_sub_distrib, sum_filter]
  refine sum_congr rfl fun T _ => ?_
  by_cases h : ExceedsWindow w T <;> simp [h]
```

For fragment calculations in electronic structure, this identifies the omitted interactions of an open, linearly ordered chain; it gives no bound on their size. A potential whose terms vanish beyond a span of $w$ positions is reproduced without error.

The condition $w\le N$ cannot be relaxed even to $w\le N+1$. Take $N=1$, $w=2$ and $E(S)=|S|$. Natural-number subtraction makes `N - w` zero, so the estimate is the energy of the single window $\{0,1\}$, which is 2. The exact energy is 1, yet no subset of $\{0\}$ spans more than two positions, and the right-hand side is 0.

## Longer windows and two large fragments

Subtracting the error formulas for $w$ and $w+1\le N$ cancels every term that spans more than $w+1$ positions:

$$A_{w+1}-A_w=\sum_{\substack{T\subseteq C\\ T\text{ spans exactly }w+1}}V(T).$$

```lean
/-- Lengthening the windows from `w` to `w + 1 ≤ N` atoms changes the estimate by the sum of the
many-body terms of the sets that span more than `w` but not more than `w + 1` positions. -/
theorem estimate_succ_sub (E : Finset ℕ → ℝ) {N w : ℕ} (hw : w + 1 ≤ N) :
    estimate E N (w + 1) - estimate E N w = ∑ T ∈ (range N).powerset with
      ExceedsWindow w T ∧ ¬ ExceedsWindow (w + 1) T, increment E T := by
  have h1 := exact_sub_estimate E (show w ≤ N by omega)
  have h2 := exact_sub_estimate E hw
  rw [sum_filter] at h1 h2 ⊢
  have h3 : ∑ T ∈ (range N).powerset,
      (if ExceedsWindow w T ∧ ¬ ExceedsWindow (w + 1) T then increment E T else 0)
      = ∑ T ∈ (range N).powerset, (if ExceedsWindow w T then increment E T else 0)
        - ∑ T ∈ (range N).powerset,
          (if ExceedsWindow (w + 1) T then increment E T else 0) := by
    rw [← sum_sub_distrib]
    refine sum_congr rfl fun T _ => ?_
    by_cases hB : ExceedsWindow (w + 1) T
    · have hA : ExceedsWindow w T := by
        obtain ⟨i, hi, j, hj, h⟩ := hB
        exact ⟨i, hi, j, hj, by omega⟩
      simp [hA, hB]
    · by_cases hA : ExceedsWindow w T <;> simp [hA, hB]
  linarith
```

For a chain $0,\dots,n$ and windows of $n$ atoms, there are two fragments, each lacking one end atom, and their overlap is the interior. A subset spans more than $n$ positions only if $i+n\le j$ with $j\le n$, which forces $i=0$ and $j=n$. The error is therefore the sum of all $V(T)$ with $0,n\in T$. The three-atom example is $n=2$; for $n=0$ the two ends are the same atom and the error is $V(\{0\})$.

```lean
/-- Two fragments, each lacking one end atom of a chain of atoms `0, …, n`, minus their common
interior, miss exactly the many-body terms that contain both end atoms. -/
theorem two_fragment_error (E : Finset ℕ → ℝ) (n : ℕ) :
    E (range (n + 1)) - (E (range n) + E (Ico 1 (n + 1)) - E (Ico 1 n))
      = ∑ T ∈ (range (n + 1)).powerset with 0 ∈ T ∧ n ∈ T, increment E T := by
  have h := exact_sub_estimate E (show n ≤ n + 1 by omega)
  have est : estimate E (n + 1) n = E (range n) + E (Ico 1 (n + 1)) - E (Ico 1 n) := by
    have e : n + 1 - n = 1 := by omega
    have a : window n 0 = range n := by
      ext x
      simp only [window, mem_Ico, mem_range]
      omega
    have b : window n 1 = Ico 1 (n + 1) := by
      ext x
      simp only [window, mem_Ico]
      omega
    have c : window n 0 ∩ window n 1 = Ico 1 n := by
      ext x
      simp only [window, mem_inter, mem_Ico]
      omega
    unfold estimate
    rw [e, sum_range_succ, sum_range_one, sum_range_one, zero_add, c, a, b]
  rw [est] at h
  rw [h]
  refine sum_congr (filter_congr fun T hT => ?_) fun _ _ => rfl
  constructor
  · rintro ⟨i, hi, j, hj, hij⟩
    have hjn := mem_range.mp (mem_powerset.mp hT hj)
    have h0 : i = 0 := by omega
    have hn : j = n := by omega
    exact ⟨h0 ▸ hi, hn ▸ hj⟩
  · exact fun h => ⟨0, h.1, n, h.2, by omega⟩

end ChainFragmentExpansion
```

```lean
#print axioms ChainFragmentExpansion.exact_sub_estimate
-- 'ChainFragmentExpansion.exact_sub_estimate' depends on axioms: [propext, Classical.choice, Quot.sound]
#print axioms ChainFragmentExpansion.estimate_succ_sub
-- 'ChainFragmentExpansion.estimate_succ_sub' depends on axioms: [propext, Classical.choice, Quot.sound]
#print axioms ChainFragmentExpansion.two_fragment_error
-- 'ChainFragmentExpansion.two_fragment_error' depends on axioms: [propext, Classical.choice, Quot.sound]
```
